# For an error $AN^{-p}$ with $A\neq0$ and $p>0$, $1/N$ extrapolation from $N$ and $2N$ beats the value at $2N$ exactly when $2^p<3$

## My extrapolated GW energy is worse than the one I started from

Extrapolating my quasiparticle energy to the infinite-basis limit doubled its error. With $N$ basis functions it was 0.4 eV above the limit, which I know from a much larger run, and with $2N$ it was 0.1 eV above. Assuming $1/N$ convergence, I formed $2S_{2N}-S_N$ and landed 0.2 eV below. The series converges faster than $1/N$, which I thought could only help. When does this extrapolation do harm, and could I have noticed without knowing the limit?

## Overshooting starts at $p=1$, harm at $2^p=3$

Your numbers fit an error proportional to $N^{-2}$, and for that decay the $1/N$ formula does harm. Overshooting alone is not the problem: for $1<p<\log_2 3\approx1.585$ the extrapolated value lies beyond the limit and is still closer to it than $S_{2N}$. Three computed values tell you which case you are in, provided that the error follows a single power law.

Write $S_N=S+e$ with $e=AN^{-p}$, where $S$ is the limit, $A\neq0$ the error amplitude and $p>0$ the decay exponent. Let the basis grow by a factor $r>1$, and let $q>0$ be the exponent that you assume. Since $(rN)^{-p}=r^{-p}N^{-p}$, the larger basis has error $r^{-p}e$. The extrapolated value is therefore

$$\frac{r^qS_{rN}-S_N}{r^q-1}=\frac{(r^q-1)S+(r^{q-p}-1)e}{r^q-1}=S+\frac{r^{q-p}-1}{r^q-1}\,e .$$

**Overshooting** means that this error and $e$ have opposite signs. As $r^q-1>0$, that happens iff $r^{q-p}<1$, which is $p>q$.

**Improvement** over $S_{rN}$ means

$$\frac{|r^{q-p}-1|}{r^q-1}\,|e|<r^{-p}|e| .$$

Dividing by $|e|$ and multiplying by $r^p(r^q-1)$ gives $|r^q-r^p|<r^q-1$, or $1<r^p<2r^q-1$. The left inequality always holds because $p>0$.

For $r=2$ and $q=1$ the extrapolated value is $2S_{2N}-S_N$, with error $A(2^{1-p}-1)N^{-p}$. It overshoots iff $p>1$ and improves on $S_{2N}$ iff $2^p<3$. Its error is $2-2^p$ times that of $S_{2N}$:

- As $p\to0$ the factor tends to $1$, and extrapolation gains almost nothing.
- At $p=1$ it is $0$, and the result is exact.
- At $2^p=3$ it is $-1$: the error has the same size and the opposite sign.
- At $p=2$ it is $-2$, which is your case.

**To detect this without the limit**, compare successive differences:

$$\frac{S_N-S_{rN}}{S_{rN}-S_{r^2N}}=\frac{(1-r^{-p})\,e}{r^{-p}(1-r^{-p})\,e}=r^p .$$

With $r=2$, the extrapolation helps iff this ratio is below 3. In your example $S_{4N}$ would be 0.025 eV above the limit, so the ratio is $0.3/0.075=4$. The ratio does not depend on $N$, so the same verdict applies to extrapolating from $2N$ and $4N$.

### What the Lean statements assume

`basisValue S A p N` is $S_N$. All its arguments are real, so `N` need not be an integer; it stands for a basis size or a number of bands. The power law is postulated: it represents the slowly decaying tail of contributions left out by the truncation. Higher-order terms, numerical noise and a second cutoff converged at the same time are absent from the model.

`extrapolate r q coarse fine` is the two-point formula. `Overshoots S raw estimate` says that the product of the two errors is negative, so it treats both signs of $A$ alike: for $A<0$, overshooting means ending above $S$.

`inverse_N_extrapolation` collects the error formula and the two criteria for $2S_{2N}-S_N$, assuming `A ≠ 0`, `0 < p` and `0 < N`. `closer_iff_ratio_lt_three` replaces $2^p$ by the ratio of computed differences. For GW calculations this gives a check on band or basis extrapolation in one parameter, as far as the data follow a single power law. A ratio of 1 or less contradicts the model, since $2^p>1$, and then the test has no force.

```lean
import Mathlib

namespace GWBasisExtrapolation

noncomputable section

/-- The quantity computed with basis size (or number of bands) `N > 0`: the limit `S` plus a
power-law truncation error `A N^(-p)`. -/
def basisValue (S A p N : ℝ) : ℝ := S + A * N ^ (-p)

/-- Two-point extrapolation from a coarse value and a fine value whose basis is `r` times larger,
assuming an error that decays with exponent `q`; its domain is `r > 0` with `r ^ q ≠ 1`. -/
def extrapolate (r q coarse fine : ℝ) : ℝ := (r ^ q * fine - coarse) / (r ^ q - 1)

/-- An estimate overshoots the limit `S` if it lies strictly on the other side of `S` from the
raw value. -/
def Overshoots (S raw estimate : ℝ) : Prop := (estimate - S) * (raw - S) < 0

/-- Enlarging the basis by a factor `r > 0` multiplies the truncation error by `r^(-p)`. -/
theorem finer_error (S A p : ℝ) {r N : ℝ} (hr : 0 < r) (hN : 0 < N) :
    basisValue S A p (r * N) - S = r ^ (-p) * (A * N ^ (-p)) := by
  unfold basisValue
  rw [Real.mul_rpow hr.le hN.le]
  ring

/-- The error left by an extrapolation with assumed exponent `q > 0` and basis ratio `r > 1`,
when the true exponent is `p`. -/
theorem extrapolation_error (S A p : ℝ) {r q N : ℝ} (hr : 1 < r) (hq : 0 < q) (hN : 0 < N) :
    extrapolate r q (basisValue S A p N) (basisValue S A p (r * N)) - S
      = A * (r ^ (q - p) - 1) / (r ^ q - 1) * N ^ (-p) := by
  have hr0 : 0 < r := by linarith
  have hd : r ^ q - 1 ≠ 0 := (sub_pos.2 (Real.one_lt_rpow hr hq)).ne'
  have hs : r ^ (q - p) = r ^ q * r ^ (-p) := by
    rw [sub_eq_add_neg, Real.rpow_add hr0]
  have hf : basisValue S A p (r * N) = S + r ^ (-p) * (A * N ^ (-p)) := by
    linarith [finer_error S A p hr0 hN]
  -- the numerator splits into the limit and the remaining error
  have hnum : r ^ q * (S + r ^ (-p) * (A * N ^ (-p))) - (S + A * N ^ (-p))
      = S * (r ^ q - 1) + A * (r ^ q * r ^ (-p) - 1) * N ^ (-p) := by ring
  rw [hf, hs]
  unfold extrapolate basisValue
  rw [hnum, add_div, mul_div_cancel_right₀ _ hd]
  ring

/-- For a nonzero error amplitude, basis ratio `r > 1` and assumed exponent `q > 0`, the
extrapolation overshoots exactly when the true exponent `p` exceeds `q`. -/
theorem overshoots_iff (S p : ℝ) {A r q N : ℝ} (hA : A ≠ 0) (hr : 1 < r) (hq : 0 < q)
    (hN : 0 < N) :
    Overshoots S (basisValue S A p N)
      (extrapolate r q (basisValue S A p N) (basisValue S A p (r * N))) ↔ q < p := by
  have hd : 0 < r ^ q - 1 := sub_pos.2 (Real.one_lt_rpow hr hq)
  have hk : 0 < (A * N ^ (-p)) ^ 2 / (r ^ q - 1) := div_pos (by positivity) hd
  have h1 : r ^ (q - p) < r ^ (0 : ℝ) ↔ q - p < 0 := Real.rpow_lt_rpow_left_iff hr
  rw [Real.rpow_zero, sub_lt_zero] at h1
  -- the product of the two errors is a positive multiple of r^(q-p) - 1
  have h : A * (r ^ (q - p) - 1) / (r ^ q - 1) * N ^ (-p) * (basisValue S A p N - S)
      = (r ^ (q - p) - 1) * ((A * N ^ (-p)) ^ 2 / (r ^ q - 1)) := by
    unfold basisValue
    ring
  unfold Overshoots
  rw [extrapolation_error S A p hr hq hN, h, ← h1]
  constructor
  · intro hneg
    by_contra hx
    exact absurd hneg (not_lt_of_ge (mul_nonneg (sub_nonneg.2 (not_lt.1 hx)) hk.le))
  · intro hx
    exact mul_neg_of_neg_of_pos (sub_lt_zero.2 hx) hk

/-- For `A ≠ 0`, `p > 0`, `q > 0` and `r > 1`, the extrapolated value is closer to the limit than
the raw value in the larger basis exactly when `r^p < 2 r^q - 1`. -/
theorem closer_iff (S : ℝ) {A p r q N : ℝ} (hA : A ≠ 0) (hp : 0 < p) (hr : 1 < r)
    (hq : 0 < q) (hN : 0 < N) :
    |extrapolate r q (basisValue S A p N) (basisValue S A p (r * N)) - S|
      < |basisValue S A p (r * N) - S| ↔ r ^ p < 2 * r ^ q - 1 := by
  have hr0 : 0 < r := by linarith
  have hd : 0 < r ^ q - 1 := sub_pos.2 (Real.one_lt_rpow hr hq)
  have hx : 0 < r ^ (-p) := Real.rpow_pos_of_pos hr0 _
  have hx1 : r ^ (-p) < 1 := Real.rpow_lt_one_of_one_lt_of_neg hr (by linarith)
  have hxy : r ^ p * r ^ (-p) = 1 := by
    rw [← Real.rpow_add hr0, add_neg_cancel, Real.rpow_zero]
  have hD : 0 < |A * N ^ (-p)| :=
    abs_pos.2 (mul_ne_zero hA (Real.rpow_pos_of_pos hN _).ne')
  have hs : r ^ (q - p) = r ^ q * r ^ (-p) := by
    rw [sub_eq_add_neg, Real.rpow_add hr0]
  have he : A * (r ^ (q - p) - 1) / (r ^ q - 1) * N ^ (-p)
      = (r ^ q * r ^ (-p) - 1) / (r ^ q - 1) * (A * N ^ (-p)) := by
    rw [hs]
    ring
  -- the common factor |A| N^(-p) drops out of the comparison
  have key : ∀ a b : ℝ, a * |A * N ^ (-p)| < b * |A * N ^ (-p)| ↔ a < b := fun a b =>
    ⟨fun h => lt_of_mul_lt_mul_right h hD.le, fun h => mul_lt_mul_of_pos_right h hD⟩
  rw [extrapolation_error S A p hr hq hN, finer_error S A p hr0 hN, he,
    abs_mul ((r ^ q * r ^ (-p) - 1) / (r ^ q - 1)), abs_mul (r ^ (-p)),
    key, abs_div, abs_of_pos hd, abs_of_pos hx, div_lt_iff₀ hd, abs_lt]
  constructor
  · rintro ⟨h, _⟩
    have h2 : r ^ p * r ^ (-p) < (2 * r ^ q - 1) * r ^ (-p) := by nlinarith
    exact lt_of_mul_lt_mul_right h2 hx.le
  · intro h
    have h2 := mul_lt_mul_of_pos_right h hx
    constructor <;> nlinarith

/-- For `A ≠ 0` and `p > 0`, the `1/N` extrapolation `2 S_(2N) - S_N` has error
`A (2^(1-p) - 1) N^(-p)`, overshoots exactly when `p > 1`, and is closer to the limit than
`S_(2N)` exactly when `2^p < 3`. -/
theorem inverse_N_extrapolation (S : ℝ) {A p N : ℝ} (hA : A ≠ 0) (hp : 0 < p) (hN : 0 < N) :
    (2 * basisValue S A p (2 * N) - basisValue S A p N) - S
        = A * ((2 : ℝ) ^ (1 - p) - 1) * N ^ (-p) ∧
    (Overshoots S (basisValue S A p N)
        (2 * basisValue S A p (2 * N) - basisValue S A p N) ↔ 1 < p) ∧
    (|(2 * basisValue S A p (2 * N) - basisValue S A p N) - S|
        < |basisValue S A p (2 * N) - S| ↔ (2 : ℝ) ^ p < 3) := by
  -- this is the general formula with basis ratio 2 and assumed exponent 1
  have h : 2 * basisValue S A p (2 * N) - basisValue S A p N
      = extrapolate 2 1 (basisValue S A p N) (basisValue S A p (2 * N)) := by
    unfold extrapolate
    rw [Real.rpow_one]
    ring
  have hc := closer_iff S hA hp one_lt_two one_pos hN
  rw [Real.rpow_one, show (2 : ℝ) * 2 - 1 = 3 by norm_num] at hc
  rw [h]
  refine ⟨?_, overshoots_iff S p hA one_lt_two one_pos hN, hc⟩
  rw [extrapolation_error S A p one_lt_two one_pos hN, Real.rpow_one]
  ring

/-- For `A ≠ 0`, `p > 0` and `r > 1`, the ratio of successive differences between three
basis sizes `N`, `rN`, `r²N` equals `r^p`. -/
theorem difference_ratio (S : ℝ) {A p r N : ℝ} (hA : A ≠ 0) (hp : 0 < p) (hr : 1 < r)
    (hN : 0 < N) :
    (basisValue S A p N - basisValue S A p (r * N))
      / (basisValue S A p (r * N) - basisValue S A p (r * (r * N))) = r ^ p := by
  have hr0 : 0 < r := by linarith
  have hx : 0 < r ^ (-p) := Real.rpow_pos_of_pos hr0 _
  have hx1 : r ^ (-p) < 1 := Real.rpow_lt_one_of_one_lt_of_neg hr (by linarith)
  have hxy : r ^ p * r ^ (-p) = 1 := by
    rw [← Real.rpow_add hr0, add_neg_cancel, Real.rpow_zero]
  have h0 : basisValue S A p N = S + A * N ^ (-p) := rfl
  have h1 := finer_error S A p hr0 hN
  have h2 := finer_error S A p hr0 (mul_pos hr0 hN)
  rw [Real.mul_rpow hr0.le hN.le] at h2
  have hnum : basisValue S A p N - basisValue S A p (r * N)
      = (1 - r ^ (-p)) * (A * N ^ (-p)) := by linear_combination h0 - h1
  have hden : basisValue S A p (r * N) - basisValue S A p (r * (r * N))
      = r ^ (-p) * (1 - r ^ (-p)) * (A * N ^ (-p)) := by linear_combination h1 - h2
  rw [hnum, hden, div_eq_iff (mul_ne_zero (mul_ne_zero hx.ne' (sub_pos.2 hx1).ne')
    (mul_ne_zero hA (Real.rpow_pos_of_pos hN _).ne'))]
  linear_combination (-(1 - r ^ (-p)) * (A * N ^ (-p))) * hxy

/-- For `A ≠ 0` and `p > 0`, the `1/N` extrapolation improves on `S_(2N)` exactly when the
computed ratio `(S_N - S_(2N)) / (S_(2N) - S_(4N))` is below three. -/
theorem closer_iff_ratio_lt_three (S : ℝ) {A p N : ℝ} (hA : A ≠ 0) (hp : 0 < p)
    (hN : 0 < N) :
    |(2 * basisValue S A p (2 * N) - basisValue S A p N) - S|
        < |basisValue S A p (2 * N) - S| ↔
      (basisValue S A p N - basisValue S A p (2 * N))
        / (basisValue S A p (2 * N) - basisValue S A p (4 * N)) < 3 := by
  rw [show 4 * N = 2 * (2 * N) by ring, difference_ratio S hA hp one_lt_two hN]
  exact (inverse_N_extrapolation S hA hp hN).2.2

end

end GWBasisExtrapolation
```

```lean
#print axioms GWBasisExtrapolation.extrapolation_error
-- 'GWBasisExtrapolation.extrapolation_error' depends on axioms: [propext, Classical.choice, Quot.sound]
#print axioms GWBasisExtrapolation.closer_iff_ratio_lt_three
-- 'GWBasisExtrapolation.closer_iff_ratio_lt_three' depends on axioms: [propext, Classical.choice, Quot.sound]
```

### From the error formula to the ratio test

`finer_error` is the scaling of the error by $r^{-p}$. `extrapolation_error` substitutes it into the two-point formula; `hnum` splits the numerator into $S(r^q-1)$ and the remaining error, as in the first display above.

In `overshoots_iff`, the step `h` writes the product of the two errors as $r^{q-p}-1$ times the positive number $e^2/(r^q-1)$. The sign is then that of $r^{q-p}-1$, and monotonicity of $r^x$ for $r>1$ turns it into `q < p`.

In `closer_iff`, `key` cancels the common factor $|AN^{-p}|$, and `abs_lt` splits the remaining absolute value into two inequalities. One of them yields $r^p<2r^q-1$ after multiplication by $r^p$. The other follows from $r^{-p}<1$, which is where $p>0$ enters.

`inverse_N_extrapolation` sets $r=2$ and $q=1$, so that the denominator $r^q-1$ becomes 1. `difference_ratio` applies `finer_error` at $N$ and at $rN$, factors both differences as above, and uses $r^p r^{-p}=1$. The final theorem writes $4N$ as $2(2N)$, replaces the ratio by $2^p$, and takes the third part of `inverse_N_extrapolation`.
